# Adding an Electron to a Spin-s State Leaves at Most Two Values of S²

Let w be a state of electrons in finitely many orbitals with S² w = s(s+1) w, in units with ħ = 1. Adding an electron of spin σ = ↑ or ↓ in orbital p gives x = c_pσ w, where c_pσ is the creation operator, and

(S² − (s+1/2)(s+3/2)) (S² − (s−1/2)(s+1/2)) x = 0.

The first value belongs to total spin s+1/2 and the second, when s ≥ 1/2, to total spin s−1/2. Physically s is a non-negative integer or half-integer, but the identity holds for every complex s. In open-shell electronic structure it limits the spin content of the states c_pσ w made from a spin-pure reference w in a finite orbital set. Attachment operators that also excite other electrons, such as c_p↑ c_q↑ a_r↓ with a_r↓ an annihilation operator, are not covered and can reach spin s+3/2.

## From anticommutators to a 2×2 problem

Here c_pσ creates and a_pσ annihilates; many textbooks write c† and c. The creators anticommute among themselves, as do the annihilators, and a_pσ c_qτ + c_qτ a_pσ = δ_pq δ_στ. Define

E_στ = Σ_p c_pσ a_pτ,
S+ = E_↑↓, S− = E_↓↑, Sz = (E_↑↑ − E_↓↓)/2,
S² = (S+S− + S−S+)/2 + Sz².

Moving c_qμ to the left through one term of E_στ gives

c_pσ a_pτ c_qμ = δ_pq δ_τμ c_pσ − c_pσ c_qμ a_pτ = δ_pq δ_τμ c_pσ + c_qμ c_pσ a_pτ.

For an annihilator, similarly,

c_pσ a_pτ a_qν = −c_pσ a_qν a_pτ = a_qν c_pσ a_pτ − δ_pq δ_νσ a_pτ.

Summing over p, and then applying both results to the product c_qμ a_qν, gives

[E_στ, c_qμ] = δ_τμ c_qσ,
[E_στ, a_qν] = −δ_νσ a_qτ,
[E_στ, E_μν] = δ_τμ E_σν − δ_νσ E_μτ.

Hence [S+, S−] = 2Sz and [Sz, S±] = ±S±, so S² commutes with S+, S− and Sz. The creators form a spin-1/2 doublet:

[S+, c_p↑] = 0, [S+, c_p↓] = c_p↑,
[S−, c_p↑] = c_p↓, [S−, c_p↓] = 0,
[Sz, c_p↑] = c_p↑/2, [Sz, c_p↓] = −c_p↓/2.

Now combine the creator with the coupling 2 s·S between the new electron's spin, the vector s, and the old total spin S:

K_p↑ = c_p↑ Sz + c_p↓ S+,
K_p↓ = c_p↑ S− − c_p↓ Sz.

Writing S² = S−S+ + Sz + Sz², we find

S² c_p↑ = c_p↑ (S−S+ + Sz + 1/2 + (Sz + 1/2)²) + c_p↓ S+ = c_p↑ S² + (3/4) c_p↑ + K_p↑.

With S² = S+S− − Sz + Sz², the other spin gives

S² c_p↓ = c_p↓ (S+S− − Sz + 1/2 + (Sz − 1/2)²) + c_p↑ S− = c_p↓ S² + (3/4) c_p↓ + K_p↓.

Apply these relations to each creator inside K. Since S² commutes with the spin components,

S² K_p↑ = K_p↑ S² + (3/4) K_p↑ + K_p↑ Sz + K_p↓ S+,
S² K_p↓ = K_p↓ S² + (3/4) K_p↓ + K_p↑ S− − K_p↓ Sz.

The last two terms simplify:

K_p↑ Sz + K_p↓ S+ = c_p↑ (Sz² + S−S+) − c_p↓ S+ = c_p↑ S² − K_p↑,
K_p↑ S− − K_p↓ Sz = c_p↓ (Sz² + S+S−) − c_p↑ S− = c_p↓ S² − K_p↓.

Thus S² K_pσ = K_pσ S² − K_pσ/4 + c_pσ S² for both spins. Put λ = s(s+1) and y = K_pσ w. Then

S² x = (λ + 3/4) x + y,
S² y = λ x + (λ − 1/4) y.

Since (s−1/2)(s+1/2) = λ − s − 1/4 and (s+1/2)(s+3/2) = λ + s + 3/4,

(S² − (s−1/2)(s+1/2)) x = (s+1) x + y,
(S² − (s+1/2)(s+3/2)) ((s+1) x + y) = (s+1)(−s x + y) + λ x − (s+1) y = 0.

This is the claim.

## Orbitals and spin operators in Lean

```lean
import Mathlib

namespace AddingAnElectron

noncomputable section
```

The spin label takes two values.

```lean
/-- The two spin directions of an electron. -/
inductive Spin
  | up
  | down
  deriving DecidableEq
```

The finite type `ι` labels orbitals, and `V` is a complex vector space. Operators are elements of `Module.End ℂ V`, with multiplication as composition. The structure `CAR` contains the anticommutation relations as a hypothesis. No inner product is assumed, so `a` is not required to be the adjoint of `c`.

```lean
variable {ι V : Type*} [Fintype ι] [DecidableEq ι] [AddCommGroup V] [Module ℂ V]

/-- The canonical anticommutation relations for creators `c p σ` and annihilators `a p σ`
of an electron with spin `σ` in orbital `p`. -/
structure CAR (c a : ι → Spin → Module.End ℂ V) : Prop where
  create : ∀ p q σ τ, c p σ * c q τ + c q τ * c p σ = 0
  annihilate : ∀ p q σ τ, a p σ * a q τ + a q τ * a p σ = 0
  mixed : ∀ p q σ τ, a p σ * c q τ + c q τ * a p σ = if p = q ∧ σ = τ then 1 else 0
```

The sum E_στ is called `transfer`.

```lean
/-- The sum over all orbitals of the operators that replace spin `τ` by spin `σ`. -/
def transfer (c a : ι → Spin → Module.End ℂ V) (σ τ : Spin) : Module.End ℂ V :=
  ∑ p, c p σ * a p τ
```

The total spin operators are built from it. Their physical reading requires `p` to denote the same spatial orbital for both spins. The hypotheses do not express this identification; with different spatial orbitals for the two spins, the formulas for S+ and S− would need overlaps.

```lean
/-- The total spin raising operator `S+`. -/
def sPlus (c a : ι → Spin → Module.End ℂ V) : Module.End ℂ V := transfer c a .up .down

/-- The total spin lowering operator `S-`. -/
def sMinus (c a : ι → Spin → Module.End ℂ V) : Module.End ℂ V := transfer c a .down .up

/-- The total spin projection `Sz`, half the difference of the spin-up and spin-down numbers. -/
def sZ (c a : ι → Spin → Module.End ℂ V) : Module.End ℂ V :=
  (1 / 2 : ℂ) • (transfer c a .up .up - transfer c a .down .down)

/-- The total spin squared, `S² = (S+ S- + S- S+)/2 + Sz²`. -/
def spinSq (c a : ι → Spin → Module.End ℂ V) : Module.End ℂ V :=
  (1 / 2 : ℂ) • (sPlus c a * sMinus c a + sMinus c a * sPlus c a) + sZ c a * sZ c a
```

The operator K_pσ is `coupling c a p σ`. Its spin operators act on the old state before the creator does.

```lean
/-- Creation of an electron in orbital `p`, combined with the coupling `2 s·S` of its spin
to the total spin of the electrons already present. -/
def coupling (c a : ι → Spin → Module.End ℂ V) (p : ι) : Spin → Module.End ℂ V
  | .up => c p .up * sZ c a + c p .down * sPlus c a
  | .down => c p .up * sMinus c a - c p .down * sZ c a
```

## Commutators and the spin-1/2 doublet

The first two lemmas move E_στ past a creator and an annihilator. In each, `key` is the calculation for one orbital, and the sum then selects p = q.

```lean
variable {c a : ι → Spin → Module.End ℂ V}

/-- Moving a spin transfer past a creator leaves a creator with the new spin
if the spins match, and nothing otherwise. -/
theorem transfer_mul_create (h : CAR c a) (σ τ μ : Spin) (q : ι) :
    transfer c a σ τ * c q μ = c q μ * transfer c a σ τ + if τ = μ then c q σ else 0 := by
  have key : ∀ p, c p σ * a p τ * c q μ = c q μ * (c p σ * a p τ) +
      if p = q then (if τ = μ then c q σ else 0) else 0 := by
    intro p
    calc c p σ * a p τ * c q μ
        = c q μ * (c p σ * a p τ) + (c p σ * (a p τ * c q μ + c q μ * a p τ)
            - (c p σ * c q μ + c q μ * c p σ) * a p τ) := by noncomm_ring
      _ = _ := by
        rw [h.mixed, h.create]
        by_cases hp : p = q <;> by_cases ht : τ = μ <;> simp [hp, ht]
  simp only [transfer, Finset.sum_mul, Finset.mul_sum, key, Finset.sum_add_distrib,
    Finset.sum_ite_eq', Finset.mem_univ, if_true]

/-- Moving the transfer from spin `τ` to spin `σ` rightwards past an annihilator of spin `ν`
subtracts the annihilator of spin `τ` in the same orbital if `ν = σ`, and nothing otherwise. -/
theorem transfer_mul_annihilate (h : CAR c a) (σ τ ν : Spin) (q : ι) :
    transfer c a σ τ * a q ν = a q ν * transfer c a σ τ - if ν = σ then a q τ else 0 := by
  have key : ∀ p, c p σ * a p τ * a q ν = a q ν * (c p σ * a p τ) -
      if q = p then (if ν = σ then a q τ else 0) else 0 := by
    intro p
    calc c p σ * a p τ * a q ν
        = a q ν * (c p σ * a p τ) - ((a q ν * c p σ + c p σ * a q ν) * a p τ
            - c p σ * (a p τ * a q ν + a q ν * a p τ)) := by noncomm_ring
      _ = _ := by
        rw [h.mixed, h.annihilate]
        by_cases hp : q = p <;> by_cases ht : ν = σ <;> simp [hp, ht]
  simp only [transfer, Finset.sum_mul, Finset.mul_sum, key, Finset.sum_sub_distrib,
    Finset.sum_ite_eq, Finset.mem_univ, if_true]
```

Applying both to each term c_qμ a_qν gives the commutator of two transfer operators.

```lean
/-- The spin transfer operators obey the commutation relations of the matrix units. -/
theorem transfer_comm (h : CAR c a) (σ τ μ ν : Spin) :
    transfer c a σ τ * transfer c a μ ν = transfer c a μ ν * transfer c a σ τ
      + (if τ = μ then transfer c a σ ν else 0) - (if ν = σ then transfer c a μ τ else 0) := by
  have key : ∀ q, transfer c a σ τ * (c q μ * a q ν) = c q μ * a q ν * transfer c a σ τ
      + (if τ = μ then c q σ * a q ν else 0) - (if ν = σ then c q μ * a q τ else 0) := by
    intro q
    rw [← mul_assoc, transfer_mul_create h, add_mul,
      mul_assoc (c q μ) (transfer c a σ τ) (a q ν), transfer_mul_annihilate h, mul_sub]
    split_ifs <;> noncomm_ring
  change transfer c a σ τ * ∑ q, c q μ * a q ν = _
  rw [Finset.mul_sum, Finset.sum_congr rfl fun q _ => key q, Finset.sum_sub_distrib,
    Finset.sum_add_distrib, ← Finset.sum_mul]
  split_ifs <;> simp [transfer]
```

Particular spin labels turn this into the angular momentum algebra, written as reordering rules.

```lean
/-- The total spin operators satisfy the angular momentum algebra. -/
theorem spin_algebra (h : CAR c a) :
    sPlus c a * sMinus c a = sMinus c a * sPlus c a + (2 : ℂ) • sZ c a ∧
    sZ c a * sPlus c a = sPlus c a * sZ c a + sPlus c a ∧
    sZ c a * sMinus c a = sMinus c a * sZ c a - sMinus c a := by
  refine ⟨?_, ?_, ?_⟩
  · simp only [sPlus, sMinus, sZ, transfer_comm h .up .down .down .up, if_true]
    module
  · simp only [sPlus, sZ, smul_mul_assoc, mul_smul_comm, sub_mul, mul_sub,
      transfer_comm h .up .up .up .down, transfer_comm h .down .down .up .down,
      reduceCtorEq, if_true, if_false]
    module
  · simp only [sMinus, sZ, smul_mul_assoc, mul_smul_comm, sub_mul, mul_sub,
      transfer_comm h .up .up .down .up, transfer_comm h .down .down .down .up,
      reduceCtorEq, if_true, if_false]
    module
```

The doublet relations are stated on an arbitrary vector `v`.

```lean
/-- The two creators of an orbital transform under total spin as a spin-1/2 doublet. -/
theorem spin_create (h : CAR c a) (p : ι) (v : V) :
    sPlus c a (c p .up v) = c p .up (sPlus c a v) ∧
    sPlus c a (c p .down v) = c p .down (sPlus c a v) + c p .up v ∧
    sMinus c a (c p .up v) = c p .up (sMinus c a v) + c p .down v ∧
    sMinus c a (c p .down v) = c p .down (sMinus c a v) ∧
    sZ c a (c p .up v) = c p .up (sZ c a v) + (1 / 2 : ℂ) • c p .up v ∧
    sZ c a (c p .down v) = c p .down (sZ c a v) - (1 / 2 : ℂ) • c p .down v := by
  have t : ∀ σ τ μ, transfer c a σ τ (c p μ v) =
      c p μ (transfer c a σ τ v) + if τ = μ then c p σ v else 0 := by
    intro σ τ μ
    have e := LinearMap.congr_fun (transfer_mul_create h σ τ μ p) v
    by_cases ht : τ = μ <;> simpa [ht] using e
  refine ⟨?_, ?_, ?_, ?_, ?_, ?_⟩ <;>
    simp only [sPlus, sMinus, sZ, LinearMap.smul_apply, LinearMap.sub_apply, map_smul, map_sub,
      t, reduceCtorEq, if_true, if_false] <;> module
```

## The closed pair and the quadratic

The next theorem contains both relations for S² acting on c_pσ and K_pσ. Where the derivation above used that S² commutes with the spin components, Lean expands everything, moves creators to the left and orders the spin operators as S−, S+, Sz. The tactic `module` then compares coefficients.

```lean
/-- `S²` acts on a state with an added electron through the old `S²`, the `3/4` of the new
electron, and the coupling of the two spins; a second relation closes the system. -/
theorem spinSq_create (h : CAR c a) (p : ι) (σ : Spin) (v : V) :
    spinSq c a (c p σ v) =
      c p σ (spinSq c a v) + (3 / 4 : ℂ) • c p σ v + coupling c a p σ v ∧
    spinSq c a (coupling c a p σ v) =
      coupling c a p σ (spinSq c a v) - (1 / 4 : ℂ) • coupling c a p σ v
        + c p σ (spinSq c a v) := by
  obtain ⟨h1, h2, h3⟩ := spin_algebra h
  have r1 : ∀ u, sPlus c a (sMinus c a u) = sMinus c a (sPlus c a u) + (2 : ℂ) • sZ c a u :=
    fun u => LinearMap.congr_fun h1 u
  have r2 : ∀ u, sZ c a (sPlus c a u) = sPlus c a (sZ c a u) + sPlus c a u :=
    fun u => LinearMap.congr_fun h2 u
  have r3 : ∀ u, sZ c a (sMinus c a u) = sMinus c a (sZ c a u) - sMinus c a u :=
    fun u => LinearMap.congr_fun h3 u
  -- bring creators to the left and order the spin operators as S-, S+, Sz
  constructor <;> cases σ <;>
    simp only [spinSq, coupling, LinearMap.add_apply, LinearMap.sub_apply, LinearMap.smul_apply,
      Module.End.mul_apply, map_add, map_sub, map_smul, spin_create h p, r1, r2, r3] <;> module
```

In the main theorem, `hw` says S² w = s(s+1) w. Substituting it gives the 2×2 system, and `module` verifies the final cancellation. The vector `w` need not have a definite electron number, and x may vanish, as it does when the spin orbital is already filled.

```lean
/-- Adding an electron of either spin to a state with `S² w = s(s+1) w` gives a state
annihilated by `(S² - (s+1/2)(s+3/2)) (S² - (s-1/2)(s+1/2))`. -/
theorem add_electron (h : CAR c a) (s : ℂ) (w : V)
    (hw : spinSq c a w = (s * (s + 1)) • w) (p : ι) (σ : Spin) :
    ((spinSq c a - ((s + 1 / 2) * (s + 3 / 2)) • (1 : Module.End ℂ V)) *
      (spinSq c a - ((s - 1 / 2) * (s + 1 / 2)) • (1 : Module.End ℂ V))) (c p σ w) = 0 := by
  obtain ⟨hx, hy⟩ := spinSq_create h p σ w
  rw [hw, map_smul] at hx hy
  rw [map_smul] at hy
  simp only [Module.End.mul_apply, LinearMap.sub_apply, LinearMap.smul_apply,
    Module.End.one_apply, map_sub, map_add, map_smul, hx, hy]
  module
```

## Separating the two spin values

If 2s+1 ≠ 0, as for every physical s, the two parts are explicit:

x = ((s+1) x + y)/(2s+1) + (s x − y)/(2s+1).

The first has S² value (s+1/2)(s+3/2), as shown above. For the second,

(S² − (s−1/2)(s+1/2)) (s x − y) = s((s+1) x + y) − (λ x + s y) = 0.

Either part may be zero. In the usual Fock space this must happen to the second part at s = 0, because its value would be −1/4 while S² is non-negative there. In the next theorem, x and y denote these two parts, not c_pσ w and K_pσ w.

```lean
/-- If `S² w = s(s+1) w` and `2s+1 ≠ 0`, the state with an added electron is a sum of two parts
on which `S²` takes the values `(s+1/2)(s+3/2)` and `(s-1/2)(s+1/2)`. -/
theorem add_electron_decomposition (h : CAR c a) (s : ℂ) (hs : 2 * s + 1 ≠ 0) (w : V)
    (hw : spinSq c a w = (s * (s + 1)) • w) (p : ι) (σ : Spin) :
    ∃ x y : V, c p σ w = x + y ∧
      spinSq c a x = ((s + 1 / 2) * (s + 3 / 2)) • x ∧
      spinSq c a y = ((s - 1 / 2) * (s + 1 / 2)) • y := by
  obtain ⟨hx, hy⟩ := spinSq_create h p σ w
  rw [hw, map_smul] at hx hy
  rw [map_smul] at hy
  refine ⟨(2 * s + 1)⁻¹ • ((s + 1) • c p σ w + coupling c a p σ w),
    (2 * s + 1)⁻¹ • (s • c p σ w - coupling c a p σ w), ?_, ?_, ?_⟩
  · have e : ((s + 1) • c p σ w + coupling c a p σ w) + (s • c p σ w - coupling c a p σ w)
        = (2 * s + 1) • c p σ w := by module
    rw [← smul_add, e, smul_smul, inv_mul_cancel₀ hs, one_smul]
  · simp only [map_smul, map_add, hx, hy]
    module
  · simp only [map_smul, map_sub, hx, hy]
    module
```

For a highest-weight state, S+ w = 0 and Sz w = s w. Then S² w = s(s+1) w and K_p↑ w = s c_p↑ w, so

S² c_p↑ w = (s(s+1) + 3/4 + s) c_p↑ w = (s+1/2)(s+3/2) c_p↑ w.

The lower spin value is therefore absent when a spin-up electron is added.

```lean
/-- If `S+ w = 0` and `Sz w = s w`, adding a spin-up electron gives a state on which `S²`
takes the single value `(s+1/2)(s+3/2)`. -/
theorem add_up_to_highest (h : CAR c a) (s : ℂ) (w : V) (hp : sPlus c a w = 0)
    (hz : sZ c a w = s • w) (p : ι) :
    spinSq c a (c p .up w) = ((s + 1 / 2) * (s + 3 / 2)) • c p .up w := by
  have r : sPlus c a (sMinus c a w) = sMinus c a (sPlus c a w) + (2 : ℂ) • sZ c a w :=
    LinearMap.congr_fun (spin_algebra h).1 w
  rw [(spinSq_create h p .up w).1]
  simp only [spinSq, coupling, LinearMap.add_apply, LinearMap.smul_apply, Module.End.mul_apply,
    r, hp, hz, map_add, map_smul, map_zero]
  module
```

## One orbital as a concrete case

A single orbital has the basis empty, up, down, doubly occupied. The minus sign in the spin-down matrix makes the two creators anticommute.

```lean
/-- Creator matrices of one orbital in the basis empty, up, down, doubly occupied. -/
def creatorMatrix : Spin → Matrix (Fin 4) (Fin 4) ℂ
  | .up => !![0, 0, 0, 0; 1, 0, 0, 0; 0, 0, 0, 0; 0, 0, 1, 0]
  | .down => !![0, 0, 0, 0; 0, 0, 0, 0; 1, 0, 0, 0; 0, -1, 0, 0]

/-- The creators of a single orbital on its four-dimensional Fock space. -/
def fockC (_ : Unit) (σ : Spin) : Module.End ℂ (Fin 4 → ℂ) := Matrix.toLin' (creatorMatrix σ)

/-- The annihilators of a single orbital, given by the transposed creator matrices. -/
def fockA (_ : Unit) (σ : Spin) : Module.End ℂ (Fin 4 → ℂ) :=
  Matrix.toLin' (creatorMatrix σ).transpose
```

The last theorem verifies the anticommutation relations for these matrices and the condition S² w = s(s+1) w for one spin-up electron, with s = 1/2. The proof first computes each operator on a general vector, then compares components.

```lean
/-- The one-orbital Fock space satisfies the anticommutation relations, and its state with
one spin-up electron satisfies `S² w = s(s+1) w` with `s = 1/2`. -/
theorem add_electron_witness : CAR fockC fockA ∧
    spinSq fockC fockA ![0, 1, 0, 0] = ((1 / 2 : ℂ) * (1 / 2 + 1)) • ![0, 1, 0, 0] := by
  -- the action of the four operators on a general state
  have cu : ∀ p v, fockC p .up v = ![0, v 0, 0, v 2] := by
    intro p v; funext i
    fin_cases i <;> simp [fockC, creatorMatrix, Matrix.mulVec, dotProduct, Fin.sum_univ_four]
  have cd : ∀ p v, fockC p .down v = ![0, 0, v 0, -v 1] := by
    intro p v; funext i
    fin_cases i <;> simp [fockC, creatorMatrix, Matrix.mulVec, dotProduct, Fin.sum_univ_four]
  have au : ∀ p v, fockA p .up v = ![v 1, 0, v 3, 0] := by
    intro p v; funext i
    fin_cases i <;> simp [fockA, creatorMatrix, Matrix.mulVec, dotProduct, Fin.sum_univ_four]
  have ad : ∀ p v, fockA p .down v = ![v 2, -v 3, 0, 0] := by
    intro p v; funext i
    fin_cases i <;> simp [fockA, creatorMatrix, Matrix.mulVec, dotProduct, Fin.sum_univ_four]
  refine ⟨⟨?_, ?_, ?_⟩, ?_⟩
  · intro p q σ τ
    refine LinearMap.ext fun v => funext fun i => ?_
    cases σ <;> cases τ <;> fin_cases i <;> simp [cu, cd]
  · intro p q σ τ
    refine LinearMap.ext fun v => funext fun i => ?_
    cases σ <;> cases τ <;> fin_cases i <;> simp [au, ad]
  · intro p q σ τ
    refine LinearMap.ext fun v => funext fun i => ?_
    cases σ <;> cases τ <;> fin_cases i <;> simp [cu, cd, au, ad]
  · funext i
    fin_cases i <;> simp [spinSq, sPlus, sMinus, sZ, transfer, cu, cd, au, ad]
    norm_num

end

end AddingAnElectron
```

```lean
#print axioms AddingAnElectron.add_electron
#print axioms AddingAnElectron.add_electron_decomposition
#print axioms AddingAnElectron.add_up_to_highest
```

```
'AddingAnElectron.add_electron' depends on axioms: [propext, Classical.choice, Quot.sound]
'AddingAnElectron.add_electron_decomposition' depends on axioms: [propext, Classical.choice, Quot.sound]
'AddingAnElectron.add_up_to_highest' depends on axioms: [propext, Classical.choice, Quot.sound]
```
